# Leapfrog propagation has a solution growing at least linearly when a mode has h|e| ≥ 1

The leapfrog scheme S uₖ₊₂ = S uₖ − 2ih H uₖ₊₁ discretises the Schrödinger equation i S du/dt = H u, with ħ = 1, in a finite basis with overlap matrix S and a time-independent H. `runaway` states that if h > 0 and a nonzero vector x satisfies H x = e S x with h|e| ≥ 1, then some sequence u obeys the scheme and has |uₖ(j)| ≥ k|x(j)| for every step k and component j. H and S are arbitrary complex matrices, not assumed Hermitian or positive definite, e may be complex, and x need not be normalised. The proof takes uₖ = aₖx, where the amplitudes start from 0 and 1 and follow the scalar form of the recurrence, and shows by induction, with the reverse triangle inequality, that |aₖ| gains at least one per step.

An attempt in Lean 4 with a fault in it:

```lean
import Mathlib

open Matrix
open scoped ComplexOrder

namespace Runaway

noncomputable section

variable {n : Type*} [Fintype n] {H S A : Matrix n n ℂ} {h : ℝ}

/-- The leapfrog scheme with overlap matrix `S`, Hamiltonian `H` and time step `h`. -/
def IsLeapfrog (H S : Matrix n n ℂ) (h : ℝ) (u : ℕ → n → ℂ) : Prop :=
  ∀ k, S *ᵥ u (k + 2) = S *ᵥ u k - (2 * Complex.I * h) • (H *ᵥ u (k + 1))

/-- A nonzero vector `x` solving the generalized eigenvalue problem `H x = e S x`. -/
def IsMode (H S : Matrix n n ℂ) (e : ℂ) (x : n → ℂ) : Prop :=
  x ≠ 0 ∧ H *ᵥ x = e • (S *ᵥ x)

/-- The amplitude of a single mode under leapfrog, started from 0 and 1. -/
def amp (s : ℂ) : ℕ → ℂ
  | 0 => 0
  | 1 => 1
  | k + 2 => amp s k - 2 * Complex.I * s * amp s (k + 1)

/-- A mode with `h‖e‖ ≥ 1`, `h > 0`, carries a leapfrog sequence growing at least linearly. -/
theorem runaway (hh : 0 < h) {e : ℂ} {x : n → ℂ} (hx : IsMode H S e x)
    (he : 1 ≤ h * ‖e‖) :
    ∃ u, IsLeapfrog H S h u ∧ ∀ (k : ℕ) j, k * ‖x j‖ ≤ ‖u k j‖ := by
  have hs : 1 ≤ ‖(h : ℂ) * e‖ := by
    rwa [norm_mul, Complex.norm_real, Real.norm_eq_abs, abs_of_pos hh]
  -- the modulus of the amplitude gains at least one per step
  have step : ∀ k, ‖amp (h * e) k‖ + 1 ≤ ‖amp (h * e) (k + 1)‖ := by
    intro k
    induction k with
    | zero => simp [amp]
    | succ k ih =>
      have h1 := norm_sub_norm_le (2 * Complex.I * (h * e) * amp (h * e) (k + 1))
        (amp (h * e) k)
      rw [norm_sub_rev, norm_mul, norm_mul, norm_mul, Complex.norm_I, Complex.norm_ofNat] at h1
      change _ ≤ ‖amp (h * e) k - 2 * Complex.I * (h * e) * amp (h * e) (k + 1)‖
      nlinarith [mul_le_mul_of_nonneg_right hs (norm_nonneg (amp (h * e) (k + 1)))]
  have grow : ∀ k : ℕ, (k : ℝ) ≤ ‖amp (h * e) k‖ := by
    intro k
    induction k with
    | zero => simp
    | succ k ih =>
      push_cast
      linarith [step k]
  refine ⟨fun k => amp (h * e) k • x, fun k => ?_, fun k j => ?_⟩
  · simp only [Matrix.mulVec_smul, hx.2, amp]
    module
  · rw [Pi.smul_apply, smul_eq_mul, norm_mul]
    exact mul_le_mul_of_nonneg_right (grow k) (norm_nonneg _)

end

end Runaway
```

Compiling this gives:

```
Main.lean:53:8: error: Tactic `rewrite` failed: Did not find an occurrence of the pattern
  (?a • ?f) ?i
in the target expression
  ↑k * ‖x j‖ ≤ ‖(fun k => amp (↑h * e) k • x) k j‖

case refine_2
n : Type u_1
inst✝ : Fintype n
H S : Matrix n n ℂ
h : ℝ
hh : 0 < h
e : ℂ
x : n → ℂ
hx : IsMode H S e x
he : 1 ≤ h * ‖e‖
hs : 1 ≤ ‖↑h * e‖
step : ∀ (k : ℕ), ‖amp (↑h * e) k‖ + 1 ≤ ‖amp (↑h * e) (k + 1)‖
grow : ∀ (k : ℕ), ↑k ≤ ‖amp (↑h * e) k‖
k : ℕ
j : n
⊢ ↑k * ‖x j‖ ≤ ‖(fun k => amp (↑h * e) k • x) k j‖
```

Diagnosis. The error is in the last part of the proof, the componentwise bound, at the first rewrite, `Pi.smul_apply`. That lemma needs a term of the form `(?a • ?f) ?i`, a scaled function applied to an index. The goal instead contains `(fun k => amp (↑h * e) k • x) k j`: the sequence supplied to `refine` is still an unevaluated function applied to `k` and then `j`. Putting `k` into the function would expose the scaled vector, but `rw` does not do this before searching for its pattern, so it finds no match.

The new `change` line restates the right-hand side as `‖amp (h * e) k * x j‖`. Lean accepts this because the two forms are equal by definition: the function is evaluated at `k`, and scaling a vector multiplies each component. This does the work intended for `Pi.smul_apply` and `smul_eq_mul`, so both are dropped. `norm_mul` then splits the norm of the product, and the original final line, which uses `grow k`, closes the goal unchanged.

The change, after which it compiles:

```diff
@@ -51,5 +51,6 @@
   · simp only [Matrix.mulVec_smul, hx.2, amp]
     module
-  · rw [Pi.smul_apply, smul_eq_mul, norm_mul]
+  · change _ ≤ ‖amp (h * e) k * x j‖
+    rw [norm_mul]
     exact mul_le_mul_of_nonneg_right (grow k) (norm_nonneg _)
 
```
